# A finite sum of Yukawa potentials with positive strengths and ranges: the cloud cancels the point charge

How much charge does a sphere around a nucleus gain from vacuum polarization? To answer from a potential φ(r), one has to fix what "enclosed charge" means, and here it is defined by Gauss's law in Gaussian units:

q(r) = −r² φ′(r).

No charge density at the origin is needed. A point charge sitting there shows up as the limit of q(r) when the sphere shrinks.

## From the Uehling potential to a finite sum

To first order in the fine-structure constant α, vacuum polarization adds the Uehling potential to the Coulomb potential Ze/r of a point nucleus with charge Ze > 0:

φ_U(r) = (2αZe/3π) (1/r) ∫₁^∞ exp(−2tr/ƛ) (1 + 1/(2t²)) √(t² − 1)/t² dt.

Here ƛ is the reduced Compton wavelength of the electron and t is a dimensionless integration variable. The integrand is a Yukawa potential with a positive weight for each t > 1. The model keeps this structure but has finitely many terms:

φ(r) = Σ cᵢ exp(−κᵢ r)/r, with cᵢ > 0 and κᵢ > 0.

The strength cᵢ is a charge and κᵢ is an inverse range. Their positivity stands for the positive spectral weight and the positive mass of the virtual pairs.

The passage from the finite sum to the integral is the step that the theorem leaves open. It changes the result at short distance: the integrated weight diverges logarithmically at large t, so the point charge Σ cᵢ has no finite limit. This is the divergence that charge renormalization absorbs.

## The charge profile and its slope

For r > 0, the quotient rule gives

φ′(r) = Σ cᵢ [−κᵢ exp(−κᵢ r)/r − exp(−κᵢ r)/r²]

= −Σ cᵢ (1 + κᵢ r) exp(−κᵢ r)/r².

Multiplication by −r² removes the denominator:

q(r) = Σ cᵢ (1 + κᵢ r) exp(−κᵢ r).

Every term is positive, so q(r) > 0. The product rule gives the slope:

q′(r) = Σ cᵢ [κᵢ − κᵢ (1 + κᵢ r)] exp(−κᵢ r)

= −Σ cᵢ κᵢ² r exp(−κᵢ r).

This is negative for r > 0. Since q′(r) = 4πr² ρ(r), where ρ is the charge per volume, the charge away from the origin is negative everywhere.

## The point charge and the total cloud

As r → 0 from above, each factor (1 + κᵢ r) exp(−κᵢ r) tends to 1, hence

q(r) → Σ cᵢ.

As r → ∞, set x = κᵢ r. Both exp(−x) and x exp(−x) tend to 0, hence q(r) → 0.

Write g(r) for the explicit sum Σ cᵢ (1 + κᵢ r) exp(−κᵢ r), which also makes sense at r = 0, with g(0) = Σ cᵢ. For 0 ≤ R < b,

∫_R^b q′(r) dr = g(b) − g(R).

Because q′ ≤ 0, the integral of |q′| over the same interval is g(R) − g(b) ≤ g(R), whatever b is. So q′ is integrable on (R, ∞), and letting b → ∞ gives

∫_R^∞ q′(r) dr = −g(R).

At R = 0 the cloud carries −Σ cᵢ, which cancels the positive point charge.

A sphere of finite radius sees only part of the cancellation. For x > 0 we have 1 + x < exp(x), so (1 + κᵢ r) exp(−κᵢ r) < 1 for every i, and therefore q(r) < Σ cᵢ.

## Strengths of both signs

Take c = (2, −1) and κ = (1, 3). The total strength is 1, which is positive, yet

q′(1/2) = −(1/2) [2 exp(−1/2) − 9 exp(−3/2)]

= (1/2) exp(−3/2) [9 − 2 exp(1)] > 0.

Positive inverse ranges and a positive total strength are thus not enough for the enclosed charge to fall at every radius.

## The sum in an atomic calculation

A relativistic atomic calculation with a point nucleus can include vacuum polarization by adding φ_U to the nuclear potential, and the integral over t can be evaluated by quadrature. With nodes tᵢ > 1 and weights wᵢ > 0, this produces a finite Yukawa sum with

κᵢ = 2tᵢ/ƛ,

cᵢ = (2αZe/3π) wᵢ (1 + 1/(2tᵢ²)) √(tᵢ² − 1)/tᵢ².

For such a finite sum with positive weights, the theorem says that the correction adds no net charge: far away, the field of the nucleus is that of the charge Ze, and closer in, at radius r, it is that of the larger charge Ze + q(r). The screening by other electrons comes on top of this. If the integral is cut off at t = T and the quadrature is refined, Σ cᵢ grows like ln T for large T, while q(r) at a fixed r > 0 settles down, because the exponentials suppress large t.

## The statement in Lean

The index type `ι` is finite, and `c κ : ι → ℝ` are the strengths and inverse ranges. `potential c κ` is φ, and `enclosedCharge φ r` is Gauss's law with Lean's actual derivative `deriv φ r`; the expression `-r ^ 2` means −(r²). `chargeProfile c κ` is the function g above. Where a comment in the code speaks of the radial charge density, it means q′, the charge per unit radius, and not ρ.

The main theorem, `induced_charge_cancels_point_charge`, assumes `[Nonempty ι]`, `hc` (all cᵢ > 0) and `hκ` (all κᵢ > 0). A single Yukawa term is allowed. Its conclusion has five parts:

- for every r > 0, q(r) is positive and q′(r) is negative;
- q(r) tends to Σ cᵢ as r → 0 from above, which is the meaning of `𝓝[>] 0`;
- q(r) tends to 0 as r → ∞, written `atTop`;
- q′ is integrable on (0, ∞), written `Set.Ioi 0`;
- the integral of q′ over (0, ∞) is −Σ cᵢ.

The point charge enters as the one-sided limit; no delta function appears. Lean assigns the value 0 to the integral of a non-integrable function. Since −Σ cᵢ is not 0, the last part already implies integrability, which is listed separately to make it explicit.

`charge_outside` gives the cloud beyond any R ≥ 0, `enclosedCharge_lt_point_charge` the strict bound at finite radius, and `mixed_signs_increasing` the two-term example.

```lean
import Mathlib

open Filter Topology MeasureTheory

namespace UehlingCharge

noncomputable section

variable {ι : Type*} [Fintype ι]

/-- A finite superposition of Yukawa potentials with strengths `c i` and inverse ranges `κ i`,
for `r ≠ 0`. -/
def potential (c κ : ι → ℝ) (r : ℝ) : ℝ :=
  ∑ i, c i * Real.exp (-κ i * r) / r

/-- Gauss's law in Gaussian units: the charge inside the sphere of radius `r` is `-r² φ'(r)`. -/
def enclosedCharge (φ : ℝ → ℝ) (r : ℝ) : ℝ :=
  -r ^ 2 * deriv φ r

/-- The explicit charge profile `∑ cᵢ (1 + κᵢ r) exp(-κᵢ r)`. -/
def chargeProfile (c κ : ι → ℝ) (r : ℝ) : ℝ :=
  ∑ i, c i * (1 + κ i * r) * Real.exp (-κ i * r)

/-- Away from the origin, the charge enclosed according to Gauss's law is the explicit
charge profile. -/
theorem enclosedCharge_potential (c κ : ι → ℝ) {r : ℝ} (hr : r ≠ 0) :
    enclosedCharge (potential c κ) r = chargeProfile c κ r := by
  -- the derivative of the potential, term by term
  have h : HasDerivAt (potential c κ)
      (∑ i, -(c i * (1 + κ i * r) * Real.exp (-κ i * r)) / r ^ 2) r := by
    unfold potential
    apply HasDerivAt.fun_sum
    intro i _
    have he := ((hasDerivAt_id' r).const_mul (-κ i)).exp
    refine ((he.const_mul (c i)).fun_div (hasDerivAt_id' r) hr).congr_deriv ?_
    ring
  rw [enclosedCharge, h.deriv, chargeProfile, Finset.mul_sum]
  refine Finset.sum_congr rfl fun i _ => ?_
  field_simp

/-- The slope of the explicit charge profile is `-∑ cᵢ κᵢ² r exp(-κᵢ r)`. -/
theorem hasDerivAt_chargeProfile (c κ : ι → ℝ) (r : ℝ) :
    HasDerivAt (chargeProfile c κ)
      (-∑ i, c i * κ i ^ 2 * r * Real.exp (-κ i * r)) r := by
  rw [← Finset.sum_neg_distrib]
  unfold chargeProfile
  apply HasDerivAt.fun_sum
  intro i _
  have he := ((hasDerivAt_id' r).const_mul (-κ i)).exp
  have hl := (((hasDerivAt_id' r).const_mul (κ i)).const_add 1).const_mul (c i)
  refine (hl.fun_mul he).congr_deriv ?_
  ring

/-- Away from the origin, the enclosed charge changes with radius at the rate
`-∑ cᵢ κᵢ² r exp(-κᵢ r)`. -/
theorem hasDerivAt_enclosedCharge (c κ : ι → ℝ) {r : ℝ} (hr : r ≠ 0) :
    HasDerivAt (enclosedCharge (potential c κ))
      (-∑ i, c i * κ i ^ 2 * r * Real.exp (-κ i * r)) r := by
  refine (hasDerivAt_chargeProfile c κ r).congr_of_eventuallyEq ?_
  filter_upwards [isOpen_ne.mem_nhds hr] with x hx
  exact enclosedCharge_potential c κ hx

/-- If all inverse ranges are positive, the charge profile vanishes at infinite radius. -/
theorem tendsto_chargeProfile_atTop (c κ : ι → ℝ) (hκ : ∀ i, 0 < κ i) :
    Tendsto (chargeProfile c κ) atTop (𝓝 0) := by
  have term : ∀ i, Tendsto (fun x : ℝ => c i * (1 + κ i * x) * Real.exp (-κ i * x))
      atTop (𝓝 0) := by
    intro i
    -- exponential decay beats the linear prefactor
    have h1 := ((Real.tendsto_pow_mul_exp_neg_atTop_nhds_zero 0).add
      (Real.tendsto_pow_mul_exp_neg_atTop_nhds_zero 1)).comp
      (tendsto_id.const_mul_atTop (hκ i))
    have h2 := h1.const_mul (c i)
    simp only [add_zero, mul_zero] at h2
    refine h2.congr fun x => ?_
    simp only [Function.comp_apply, id_eq, neg_mul]
    ring
  have h := tendsto_finsetSum Finset.univ
    (fun i (_ : i ∈ Finset.univ) => term i)
  rw [Finset.sum_const_zero] at h
  exact h

/-- For positive strengths and inverse ranges, the radial charge density `q'` is integrable
outside any radius `R ≥ 0`, and the charge found there is minus the charge profile at `R`. -/
theorem charge_outside (c κ : ι → ℝ) (hc : ∀ i, 0 < c i) (hκ : ∀ i, 0 < κ i)
    {R : ℝ} (hR : 0 ≤ R) :
    IntegrableOn (deriv (enclosedCharge (potential c κ))) (Set.Ioi R) ∧
      ∫ r in Set.Ioi R, deriv (enclosedCharge (potential c κ)) r = -chargeProfile c κ R := by
  have hcont : ContinuousWithinAt (chargeProfile c κ) (Set.Ici R) R :=
    (hasDerivAt_chargeProfile c κ R).continuousAt.continuousWithinAt
  have hd : ∀ x ∈ Set.Ioi R, HasDerivAt (chargeProfile c κ)
      (deriv (enclosedCharge (potential c κ)) x) x := by
    intro x hx
    have hx0 : 0 < x := lt_of_le_of_lt hR hx
    rw [(hasDerivAt_enclosedCharge c κ hx0.ne').deriv]
    exact hasDerivAt_chargeProfile c κ x
  -- the density has a constant sign, which gives integrability
  have hneg : ∀ x ∈ Set.Ioi R, deriv (enclosedCharge (potential c κ)) x ≤ 0 := by
    intro x hx
    have hx0 : 0 < x := lt_of_le_of_lt hR hx
    rw [(hasDerivAt_enclosedCharge c κ hx0.ne').deriv, neg_nonpos]
    refine Finset.sum_nonneg fun i _ => ?_
    have := hc i
    positivity
  have hlim := tendsto_chargeProfile_atTop c κ hκ
  refine ⟨integrableOn_Ioi_deriv_of_nonpos hcont hd hneg hlim, ?_⟩
  rw [integral_Ioi_of_hasDerivAt_of_nonpos hcont hd hneg hlim, zero_sub]

/-- For a nonempty superposition with positive strengths and inverse ranges, the enclosed charge
is positive with negative slope at every `r > 0`, tends to `∑ cᵢ` at the origin and to zero at
infinity, and the charge spread over all `r > 0` is `-∑ cᵢ`. -/
theorem induced_charge_cancels_point_charge [Nonempty ι] (c κ : ι → ℝ)
    (hc : ∀ i, 0 < c i) (hκ : ∀ i, 0 < κ i) :
    (∀ r, 0 < r → 0 < enclosedCharge (potential c κ) r ∧
      deriv (enclosedCharge (potential c κ)) r < 0) ∧
    Tendsto (enclosedCharge (potential c κ)) (𝓝[>] 0) (𝓝 (∑ i, c i)) ∧
    Tendsto (enclosedCharge (potential c κ)) atTop (𝓝 0) ∧
    IntegrableOn (deriv (enclosedCharge (potential c κ))) (Set.Ioi 0) ∧
    ∫ r in Set.Ioi 0, deriv (enclosedCharge (potential c κ)) r = -∑ i, c i := by
  have h0 : chargeProfile c κ 0 = ∑ i, c i := by simp [chargeProfile]
  have hout := charge_outside c κ hc hκ le_rfl
  rw [h0] at hout
  refine ⟨fun r hr => ⟨?_, ?_⟩, ?_, ?_, hout⟩
  · rw [enclosedCharge_potential c κ hr.ne']
    refine Finset.sum_pos (fun i _ => ?_) Finset.univ_nonempty
    have := hc i
    have := hκ i
    positivity
  · rw [(hasDerivAt_enclosedCharge c κ hr.ne').deriv, neg_lt_zero]
    refine Finset.sum_pos (fun i _ => ?_) Finset.univ_nonempty
    have := hc i
    have := hκ i
    positivity
  · -- near the origin the continuous closed form takes over
    have h : Tendsto (chargeProfile c κ) (𝓝[>] 0) (𝓝 (chargeProfile c κ 0)) :=
      (hasDerivAt_chargeProfile c κ 0).continuousAt.tendsto.mono_left nhdsWithin_le_nhds
    rw [h0] at h
    refine h.congr' ?_
    filter_upwards [self_mem_nhdsWithin] with x hx
    exact (enclosedCharge_potential c κ (Set.mem_Ioi.mp hx).ne').symm
  · refine (tendsto_chargeProfile_atTop c κ hκ).congr' ?_
    filter_upwards [eventually_gt_atTop 0] with x hx
    exact (enclosedCharge_potential c κ hx.ne').symm

/-- For a nonempty superposition with positive strengths and inverse ranges, a sphere of any
radius `r > 0` encloses strictly less than the charge `∑ cᵢ`. -/
theorem enclosedCharge_lt_point_charge [Nonempty ι] (c κ : ι → ℝ)
    (hc : ∀ i, 0 < c i) (hκ : ∀ i, 0 < κ i) {r : ℝ} (hr : 0 < r) :
    enclosedCharge (potential c κ) r < ∑ i, c i := by
  rw [enclosedCharge_potential c κ hr.ne']
  refine Finset.sum_lt_sum_of_nonempty Finset.univ_nonempty fun i _ => ?_
  -- each term is reduced because 1 + x < exp x
  have h := Real.add_one_lt_exp (mul_pos (hκ i) hr).ne'
  have h1 : (1 + κ i * r) * Real.exp (-κ i * r) < 1 := by
    calc (1 + κ i * r) * Real.exp (-κ i * r)
        < Real.exp (κ i * r) * Real.exp (-κ i * r) :=
          mul_lt_mul_of_pos_right (by linarith) (Real.exp_pos _)
      _ = 1 := by rw [← Real.exp_add]; simp
  nlinarith [mul_pos (hc i) (sub_pos.2 h1)]

/-- With strengths `2, -1` and inverse ranges `1, 3`, the enclosed charge has positive slope
at `r = 1/2`. -/
theorem mixed_signs_increasing :
    0 < deriv (enclosedCharge (potential ![2, -1] ![1, 3])) (1 / 2) := by
  have h := hasDerivAt_enclosedCharge ![2, -1] ![1, 3] (r := 1 / 2) (by norm_num)
  rw [h.deriv]
  simp only [Fin.sum_univ_two, Matrix.cons_val_zero, Matrix.cons_val_one]
  have e : Real.exp (-1 * (1 / 2)) = Real.exp (-3 * (1 / 2)) * Real.exp 1 := by
    rw [← Real.exp_add]
    congr 1
    norm_num
  have h3 : Real.exp 1 < 3 := by linarith [Real.exp_one_lt_d9]
  have hE := Real.exp_pos (-3 * (1 / 2))
  rw [e]
  nlinarith [mul_pos hE (sub_pos.2 h3)]

end

end UehlingCharge
```

```lean
#print axioms UehlingCharge.induced_charge_cancels_point_charge
-- 'UehlingCharge.induced_charge_cancels_point_charge' depends on axioms: [propext, Classical.choice, Quot.sound]
#print axioms UehlingCharge.enclosedCharge_lt_point_charge
-- 'UehlingCharge.enclosedCharge_lt_point_charge' depends on axioms: [propext, Classical.choice, Quot.sound]
#print axioms UehlingCharge.mixed_signs_increasing
-- 'UehlingCharge.mixed_signs_increasing' depends on axioms: [propext, Classical.choice, Quot.sound]
```

## From the derivatives to the limits

`enclosedCharge_potential` carries out the first differentiation. `HasDerivAt.fun_sum` reduces it to one term, `fun_div` is the quotient rule, and `ring` brings the result to the form used above. After the substitution into Gauss's law, `field_simp` cancels r².

`hasDerivAt_chargeProfile` is the product rule for g and holds at every real r, including 0. To carry this slope over to q, `hasDerivAt_enclosedCharge` needs more than q(r) = g(r) at one point. It is enough that the two functions agree in a neighbourhood, and they do, because the points different from 0 form an open set.

For the limit at infinity, `tendsto_chargeProfile_atTop` takes Mathlib's limits of xⁿ exp(−x) for n = 0 and n = 1, adds them, inserts x = κᵢ r and sums over i.

The main theorem then assembles the parts. The two signs follow term by term from `positivity` and `Finset.sum_pos`, which is where the family has to be nonempty. The limit at the origin is the continuity of g at 0, transferred to q on the positive side. The last two parts are `charge_outside` at R = 0.

In `enclosedCharge_lt_point_charge`, the inequality 1 + x < exp(x) is `Real.add_one_lt_exp`. The two-term example factors out exp(−3/2) and uses exp(1) < 3, which is ample for 9 − 2 exp(1) > 0.

## The fundamental theorem on a half-line

`charge_outside` rests on two Mathlib lemmas, `integrableOn_Ioi_deriv_of_nonpos` and `integral_Ioi_of_hasDerivAt_of_nonpos`. Both take the same four inputs about a function and its derivative:

- `hcont`: the function is continuous from the right at the endpoint R;
- `hd`: it has the given derivative at every point beyond R;
- `hneg`: that derivative is nowhere positive there;
- `hlim`: the function has a limit at infinity.

The first lemma returns integrability, and the second returns the limit minus the value at R. The sign condition does the work of the bound on ∫ |q′| in the derivation, so no separate estimate of the exponentials is required.

The function handed to these lemmas is g, while the derivative handed to them is that of q. The reason lies at R = 0. The factor r² makes `enclosedCharge` equal to 0 at the origin, although its limit there is Σ cᵢ > 0, so q is not continuous from the right and `hcont` would fail for it. The profile g has the same derivative at every r > 0 and the correct value at the endpoint. The integral runs over the open half-line and never sees the value of q′ at 0.
